# Magnetization of the three-neighbour Ising Bethe lattice at a positive cavity field

Take an Ising spin s = ±1 with one neighbour, in zero external field. The coupling divided by k_BT is K, and the neighbour feels a reduced field h from the rest of its branch. Summing over the neighbour leaves the weight

W(s) = exp(Ks + h) + exp(−Ks − h).

Put a = exp(2K) and x = exp(h). For a = 7/2 and x = 2,

W(1)/W(−1) = (ax² + 1)/(a + x²) = 15/7.5 = 2.

Two such branches multiply the up/down ratio to 4 = exp(2h), so they reproduce the field h = log 2 that was put in. Three branches give the ratio 8, and the magnetization is (8 − 1)/(8 + 1) = 7/9.

## The closed form at coordination three

The bias of a branch is u = ½ log(W(1)/W(−1)). There is no external field and all branches are alike. A spin with one neighbour removed then feels only its two remaining branches, so self-consistency requires h = 2u, which is h = 2 artanh(tanh K tanh h). Every solution h > 0 satisfies

2 cosh h = a − 1,

m = tanh(3h/2) = (a/(a − 2)) √((a − 3)/(a + 1)),

where m is the average of a spin with all three branches attached. A positive solution forces a > 3, because 2 cosh h > 2. Conversely, for each a > 3 the relation 2 cosh h = a − 1 has exactly one positive root, and that root solves the cavity equation.

## A reference value for cavity and belief-propagation solvers

For a > 3, a solver for the uniform, zero-field Ising ferromagnet with three neighbours per site can compare its converged cavity field h = 2u and its magnetization with these formulas. For 1 < a ≤ 3 the only solution is h = 0, with m = 0, and the formulas for a positive field do not apply. The iteration should start from a positive field, since h = 0 is also a fixed point. On a lattice with loops, such as the honeycomb lattice, the same numbers test the Bethe approximation and not the exact magnetization.

## From branch weights to a quadratic

Multiplying W(1) and W(−1) by exp(K + h) gives

exp(2u) = (ax² + 1)/(a + x²).

Hence

tanh u = (exp(2u) − 1)/(exp(2u) + 1) = (a − 1)(x² − 1)/((a + 1)(x² + 1)) = tanh K tanh h.

With h = 2u the left side of the first relation is x, so

x³ − ax² + ax − 1 = (x − 1)(x² + (1 − a)x + 1) = 0.

For h > 0 the first factor is nonzero. Dividing the second by x gives x + 1/x = a − 1, which is the cosh relation. The steps reverse.

Three branches give

m = (W(1)³ − W(−1)³)/(W(1)³ + W(−1)³) = tanh(3u) = tanh(3h/2) = (x³ − 1)/(x³ + 1).

This factors as

m = [(x − 1)/(x + 1)] · [(x² + x + 1)/(x² − x + 1)].

Since x² + 1 = (a − 1)x, the second bracket is a/(a − 2). Also (x − 1)² = (a − 3)x and (x + 1)² = (a + 1)x, so the first bracket, which is positive, equals √((a − 3)/(a + 1)).

Near the threshold,

m/√(a − 3) = a/((a − 2)√(a + 1)) → 3/2 as a → 3 from above.

## The Lean file

```lean
import Mathlib

open Filter Topology

namespace BetheMagnetization

noncomputable section

/-- Boltzmann sum over a neighbouring spin `±1` in the field `h`, coupled with reduced
strength `K` to a root spin of value `s`. -/
def branchWeight (K h s : ℝ) : ℝ :=
  Real.exp (K * s + h) + Real.exp (-(K * s + h))

/-- Effective field that one branch exerts on the root spin: half the logarithm of the ratio
of the branch weights for root spin up and down. -/
def bias (K h : ℝ) : ℝ :=
  Real.log (branchWeight K h 1 / branchWeight K h (-1)) / 2

/-- The cavity equation at coordination three: the field on a spin with one neighbour removed
is the sum of the biases of its two remaining branches. -/
def IsCavityField (K h : ℝ) : Prop := h = 2 * bias K h

/-- Thermal average of a spin `±1` to which three identical branches are attached. -/
def magnetization (K h : ℝ) : ℝ :=
  (branchWeight K h 1 ^ 3 - branchWeight K h (-1) ^ 3) /
    (branchWeight K h 1 ^ 3 + branchWeight K h (-1) ^ 3)

lemma branchWeight_pos (K h s : ℝ) : 0 < branchWeight K h s := by
  unfold branchWeight
  positivity

lemma exp_mul_exp_neg (u : ℝ) : Real.exp u * Real.exp (-u) = 1 := by
  rw [← Real.exp_add, add_neg_cancel, Real.exp_zero]

lemma exp_double (u : ℝ) : Real.exp (2 * u) = Real.exp u ^ 2 := by
  rw [two_mul, Real.exp_add, sq]

lemma tanh_eq_exp (u : ℝ) :
    Real.tanh u = (Real.exp (2 * u) - 1) / (Real.exp (2 * u) + 1) := by
  rw [Real.tanh_eq_sinh_div_cosh, Real.sinh_eq, Real.cosh_eq, exp_double,
    div_eq_div_iff (by positivity) (by positivity)]
  linear_combination (-Real.exp u) * exp_mul_exp_neg u

lemma exp_two_bias (K h : ℝ) :
    Real.exp (2 * bias K h) = branchWeight K h 1 / branchWeight K h (-1) := by
  unfold bias
  rw [mul_div_cancel₀ _ (two_ne_zero' ℝ),
    Real.exp_log (div_pos (branchWeight_pos K h 1) (branchWeight_pos K h (-1)))]

/-- The bias of a branch in exponential variables, as a rational relation between
`exp (2 * bias)`, `exp (2 * K)` and `exp (2 * h)`. -/
theorem exp_bias_relation (K h : ℝ) :
    Real.exp (2 * bias K h) * (Real.exp (2 * K) + Real.exp (2 * h)) =
      Real.exp (2 * K) * Real.exp (2 * h) + 1 := by
  have hp := exp_mul_exp_neg K
  have hq := exp_mul_exp_neg h
  have h1 : branchWeight K h 1 =
      Real.exp K * Real.exp h + Real.exp (-K) * Real.exp (-h) := by
    rw [← Real.exp_add, ← Real.exp_add, branchWeight,
      show K * 1 + h = K + h by ring, show -(K + h) = -K + -h by ring]
  have h2 : branchWeight K h (-1) =
      Real.exp (-K) * Real.exp h + Real.exp K * Real.exp (-h) := by
    rw [← Real.exp_add, ← Real.exp_add, branchWeight,
      show K * (-1) + h = -K + h by ring, show -(-K + h) = K + -h by ring]
  rw [exp_two_bias, div_mul_eq_mul_div, div_eq_iff (branchWeight_pos K h (-1)).ne',
    h1, h2, exp_double, exp_double]
  linear_combination
    (Real.exp K * Real.exp (-h) - Real.exp K * Real.exp h ^ 3) * hp +
    (Real.exp (-K) * Real.exp h - Real.exp K ^ 3 * Real.exp h) * hq

/-- The hyperbolic tangent of the bias is `tanh K * tanh h`. -/
theorem tanh_bias (K h : ℝ) :
    Real.tanh (bias K h) = Real.tanh K * Real.tanh h := by
  rw [tanh_eq_exp (bias K h), tanh_eq_exp K, tanh_eq_exp h, div_mul_div_comm,
    div_eq_div_iff (by positivity) (by positivity)]
  linear_combination 2 * exp_bias_relation K h

/-- The average of a spin with three branches is the hyperbolic tangent of the sum of the
three biases. -/
theorem magnetization_eq_tanh (K h : ℝ) :
    magnetization K h = Real.tanh (3 * bias K h) := by
  have hw := branchWeight_pos K h (-1)
  have hW : branchWeight K h 1 = Real.exp (2 * bias K h) * branchWeight K h (-1) := by
    rw [exp_two_bias, div_mul_cancel₀ _ hw.ne']
  have h3 : Real.exp (2 * (3 * bias K h)) = Real.exp (2 * bias K h) ^ 3 := by
    rw [← Real.exp_nat_mul]
    congr 1
    push_cast
    ring
  rw [tanh_eq_exp, h3, magnetization, hW,
    div_eq_div_iff (by positivity) (by positivity)]
  ring

/-- A positive field `h` solves the cavity equation at coordination three exactly when
`2 cosh h = exp (2K) - 1`. -/
theorem isCavityField_iff {K h : ℝ} (hh : 0 < h) :
    IsCavityField K h ↔ 2 * Real.cosh h = Real.exp (2 * K) - 1 := by
  have hx : 1 < Real.exp h := Real.one_lt_exp_iff.mpr hh
  have hxx := exp_mul_exp_neg h
  have hE := exp_bias_relation K h
  rw [exp_double h] at hE
  rw [Real.cosh_eq]
  constructor
  · intro hf
    have hf' : h = 2 * bias K h := hf
    rw [← hf'] at hE
    -- the cubic has the paramagnetic root `exp h = 1`, which is divided out
    have hq : Real.exp h ^ 2 + (1 - Real.exp (2 * K)) * Real.exp h + 1 = 0 := by
      apply mul_left_cancel₀ (sub_pos.mpr hx).ne'
      linear_combination hE
    linear_combination Real.exp (-h) * hq - (Real.exp h + 1 - Real.exp (2 * K)) * hxx
  · intro hc
    have hq : Real.exp h ^ 2 + (1 - Real.exp (2 * K)) * Real.exp h + 1 = 0 := by
      linear_combination Real.exp h * hc - hxx
    have hpos : 0 < Real.exp (2 * K) + Real.exp h ^ 2 := by positivity
    apply Real.exp_injective
    apply mul_right_cancel₀ hpos.ne'
    linear_combination (Real.exp h - 1) * hq - hE

/-- For a positive cavity field `h` at coordination three, with `a = exp (2K)`, one has
`2 cosh h = a - 1`, and the magnetization is
`tanh (3h/2) = (a / (a - 2)) * √((a - 3) / (a + 1))`. -/
theorem bethe_magnetization {K h : ℝ} (hh : 0 < h) (hf : IsCavityField K h) :
    2 * Real.cosh h = Real.exp (2 * K) - 1 ∧
    magnetization K h = Real.tanh (3 * h / 2) ∧
    Real.tanh (3 * h / 2) = Real.exp (2 * K) / (Real.exp (2 * K) - 2) *
      √((Real.exp (2 * K) - 3) / (Real.exp (2 * K) + 1)) := by
  have hc := (isCavityField_iff hh).mp hf
  refine ⟨hc, ?_, ?_⟩
  · have hf' : h = 2 * bias K h := hf
    rw [magnetization_eq_tanh]
    congr 1
    linarith
  have hx : 1 < Real.exp h := Real.one_lt_exp_iff.mpr hh
  have h3 : Real.exp (2 * (3 * h / 2)) = Real.exp h ^ 3 := by
    rw [← Real.exp_nat_mul]
    congr 1
    push_cast
    ring
  rw [Real.cosh_eq] at hc
  have hxx := exp_mul_exp_neg h
  rw [tanh_eq_exp, h3]
  have ha0 : 0 < Real.exp (2 * K) := Real.exp_pos _
  generalize Real.exp (2 * K) = a at *
  generalize Real.exp (-h) = y at *
  generalize Real.exp h = x at *
  have hx0 : 0 < x := by linarith
  have hq : x ^ 2 + (1 - a) * x + 1 = 0 := by linear_combination x * hc - hxx
  have h1 : (x - 1) ^ 2 = (a - 3) * x := by linear_combination hq
  have h2 : (x + 1) ^ 2 = (a + 1) * x := by linear_combination hq
  have ha : 0 < a - 3 := by
    have hm : 0 < (a - 3) * x := by
      rw [← h1]
      exact pow_pos (sub_pos.mpr hx) 2
    exact (mul_pos_iff_of_pos_right hx0).mp hm
  have ha2 : 0 < a - 2 := by linarith
  -- the square root is `tanh (h/2)`
  have hs : (a - 3) / (a + 1) = ((x - 1) / (x + 1)) ^ 2 := by
    rw [div_pow, div_eq_div_iff (by positivity) (by positivity)]
    linear_combination (a - 3) * h2 - (a + 1) * h1
  rw [hs, Real.sqrt_sq (div_nonneg (by linarith) (by linarith)), div_mul_div_comm,
    div_eq_div_iff (by positivity) (by positivity)]
  linear_combination (-2 * (x ^ 2 - 1)) * hq

/-- At `exp (2K) = 7/2` the field `h = log 2` solves the cavity equation, and the
magnetization is `7/9`. -/
theorem bethe_magnetization_witness :
    IsCavityField (Real.log (7 / 2) / 2) (Real.log 2) ∧
    magnetization (Real.log (7 / 2) / 2) (Real.log 2) = 7 / 9 := by
  have hl : 0 < Real.log 2 := Real.log_pos (by norm_num)
  have he : Real.exp (2 * (Real.log (7 / 2) / 2)) = 7 / 2 := by
    rw [mul_div_cancel₀ _ (two_ne_zero' ℝ), Real.exp_log (by norm_num)]
  have hf : IsCavityField (Real.log (7 / 2) / 2) (Real.log 2) := by
    rw [isCavityField_iff hl, he, Real.cosh_eq, Real.exp_neg, Real.exp_log (by norm_num)]
    norm_num
  refine ⟨hf, ?_⟩
  obtain ⟨-, hm, ht⟩ := bethe_magnetization hl hf
  rw [hm, ht, he, show ((7 / 2 - 3) / (7 / 2 + 1) : ℝ) = (1 / 3) ^ 2 by norm_num,
    Real.sqrt_sq (by norm_num)]
  norm_num

/-- Along positive cavity fields `h K`, the magnetization divided by `√(exp (2K) - 3)` tends
to `3/2` as `K` decreases to `(log 3)/2`. -/
theorem magnetization_critical {h : ℝ → ℝ}
    (hh : ∀ K, Real.log 3 / 2 < K → 0 < h K ∧ IsCavityField K (h K)) :
    Tendsto (fun K => magnetization K (h K) / √(Real.exp (2 * K) - 3))
      (𝓝[>] (Real.log 3 / 2)) (𝓝 (3 / 2)) := by
  have e : Real.exp (2 * (Real.log 3 / 2)) = 3 := by
    rw [mul_div_cancel₀ _ (two_ne_zero' ℝ), Real.exp_log (by norm_num)]
  have s4 : √((3 : ℝ) + 1) = 2 := by
    rw [show (3 : ℝ) + 1 = 2 ^ 2 by norm_num]
    exact Real.sqrt_sq (by norm_num)
  have hc : ContinuousAt (fun K : ℝ => Real.exp (2 * K) / (Real.exp (2 * K) - 2) /
      √(Real.exp (2 * K) + 1)) (Real.log 3 / 2) := by
    refine ContinuousAt.div (ContinuousAt.div (by fun_prop) (by fun_prop) ?_)
      (by fun_prop) ?_
    · simp only [e]
      norm_num
    · simp only [e, s4]
      norm_num
  have ht : Tendsto (fun K : ℝ => Real.exp (2 * K) / (Real.exp (2 * K) - 2) /
      √(Real.exp (2 * K) + 1)) (𝓝[>] (Real.log 3 / 2)) (𝓝 (3 / 2)) := by
    have h0 := hc.tendsto.mono_left (nhdsWithin_le_nhds (s := Set.Ioi (Real.log 3 / 2)))
    convert h0 using 2
    simp only [e, s4]
    norm_num
  -- above the threshold the closed form applies and the factor `√(a - 3)` cancels
  refine ht.congr' ?_
  filter_upwards [self_mem_nhdsWithin] with K hK
  have hK' : Real.log 3 / 2 < K := hK
  obtain ⟨hpos, hf⟩ := hh K hK'
  obtain ⟨-, hm, ht⟩ := bethe_magnetization hpos hf
  have ha : 3 < Real.exp (2 * K) := by
    rw [← e]
    exact Real.exp_lt_exp.mpr (by linarith)
  have hs : √(Real.exp (2 * K) - 3) ≠ 0 := (Real.sqrt_pos.mpr (by linarith)).ne'
  have hs' : √(Real.exp (2 * K) + 1) ≠ 0 := (Real.sqrt_pos.mpr (by linarith)).ne'
  have ha2 : Real.exp (2 * K) - 2 ≠ 0 := by linarith
  rw [hm, ht, Real.sqrt_div (by linarith)]
  field_simp

end

end BetheMagnetization
```

```lean
#print axioms BetheMagnetization.tanh_bias
-- 'BetheMagnetization.tanh_bias' depends on axioms: [propext, Classical.choice, Quot.sound]
#print axioms BetheMagnetization.bethe_magnetization
-- 'BetheMagnetization.bethe_magnetization' depends on axioms: [propext, Classical.choice, Quot.sound]
#print axioms BetheMagnetization.magnetization_critical
-- 'BetheMagnetization.magnetization_critical' depends on axioms: [propext, Classical.choice, Quot.sound]
```

## What is established, and for which model

`branchWeight K h s` is W(s), `bias` is u, and `IsCavityField K h` says h = 2u. `magnetization` is the normalized three-branch average. `tanh_bias` links this definition to the artanh form of the cavity equation.

`isCavityField_iff` states the equivalence with 2 cosh h = a − 1 for h > 0. Its proof takes the rational relation from `exp_bias_relation`, cancels x − 1 in one direction, and uses injectivity of the exponential in the other. `bethe_magnetization` assumes only a positive cavity field. It obtains m = tanh(3h/2) from `magnetization_eq_tanh`, replaces the exponentials by algebraic variables, and identifies the square root with (x − 1)/(x + 1). The `linear_combination` steps verify the polynomial identities above. `bethe_magnetization_witness` is the opening example.

`magnetization_critical` takes a function that supplies a positive cavity field for every K > (log 3)/2, and lets K decrease to that value. Its proof uses continuity of a/((a − 2)√(a + 1)) and cancels √(a − 3).

The model is a single uniform cavity equation without external field. The infinite tree, the limit of finite trees with a given boundary, and the choice of the positive solution over h = 0 are physical input. The theorems also say nothing about whether, or how fast, an iteration converges.
